# The Hahn polynomial tₙ, the n-th forward difference of C(x, n) C(x − N, n), has degree exactly n

The theorem `degree_hahn` states that the n-th forward difference, with step 1, of C(x, n) C(x − N, n) is a polynomial in x of degree exactly n, for all natural numbers N and n. For a spin j with N = 2j + 1 and n < N, this polynomial at x = j + m gives, up to normalisation, the diagonal elements of the q = 0 component of the rank-n spherical tensor operator in the states of magnetic quantum number m. The theorem itself concerns only the degree of the unnormalised polynomial, and says nothing of orthogonality or of Clebsch–Gordan coefficients. The attempt sets out to show that each binomial factor has degree n, so that their product has degree 2n, and then that each of the n differences lowers the degree by exactly one.

Lean 4 with Mathlib refuses this proof:

```lean
import Mathlib

open Polynomial

namespace HahnClebschGordan

noncomputable section

/-- The difference p(x + h) - p(x) of a polynomial p. -/
def diff (h : ℚ) (p : ℚ[X]) : ℚ[X] := p.comp (X + C h) - p

/-- The binomial coefficient C(x - a, n) as a polynomial in x. -/
def binomial (a : ℚ) (n : ℕ) : ℚ[X] :=
  C (1 / (n.factorial : ℚ)) * ∏ i ∈ Finset.range n, (X - C (a + (i : ℚ)))

/-- The Hahn polynomial t_n: the n-th forward difference of C(x, n) C(x - N, n). -/
def hahn (N n : ℕ) : ℚ[X] := (diff 1)^[n] (binomial 0 n * binomial N n)

/-- For p of degree at most m, the coefficients of its difference from order m - 1 upwards
are those of h times the derivative. -/
theorem coeff_diff (h : ℚ) (m : ℕ) : ∀ p : ℚ[X], (∀ k, m < k → p.coeff k = 0) →
    ∀ k, m ≤ k + 1 → (diff h p).coeff k = h * ((k : ℚ) + 1) * p.coeff (k + 1) := by
  induction m with
  | zero =>
    intro p hp k _
    have hc : p = C (p.coeff 0) := by
      ext k
      cases k with
      | zero => simp
      | succ k => simp [hp (k + 1) (Nat.succ_pos k)]
    rw [hp (k + 1) (by omega), hc]
    simp [diff]
  | succ m ih =>
    intro p hp k hk
    -- split off the constant term: p = q X + p(0)
    have hX : diff h p = X * diff h p.divX + C h * diff h p.divX + C h * p.divX := by
      conv_lhs => rw [← divX_mul_X_add p]
      simp only [diff, add_comp, mul_comp, X_comp, C_comp]
      ring
    have hq : ∀ k, m < k → p.divX.coeff k = 0 := fun k hk => by
      rw [coeff_divX]; exact hp _ (by omega)
    rw [hX, coeff_add, coeff_add, coeff_C_mul, coeff_C_mul]
    cases k with
    | zero =>
      rw [coeff_X_mul_zero, ih _ hq 0 (by omega), hq (0 + 1) (by omega), coeff_divX]
      push_cast
      ring
    | succ k =>
      rw [coeff_X_mul, ih _ hq k (by omega), ih _ hq (k + 1) (by omega),
        hq (k + 1 + 1) (by omega), coeff_divX]
      push_cast
      ring

/-- The Hahn polynomial t_n has degree exactly n. -/
theorem degree_hahn (N n : ℕ) : (hahn N n).degree = n := by
  have hb : ∀ a : ℚ, (binomial a n).degree = n := fun a => by
    have h : ∀ k : ℕ, (∏ i ∈ Finset.range k, (X - C (a + (i : ℚ)))).degree = k := by
      intro k
      induction k with
      | zero => simp
      | succ k ih =>
        rw [Finset.prod_range_succ, degree_mul, ih, degree_X_sub_C, Nat.cast_add, Nat.cast_one]
    have hc : (1 / (n.factorial : ℚ)) ≠ 0 := by positivity
    rw [binomial, degree_mul, h, degree_C hc, zero_add]
  -- each difference lowers the degree by exactly one
  have hi : ∀ (k : ℕ) (p : ℚ[X]), p.degree = ((n + k : ℕ) : WithBot ℕ) →
      ((diff 1)^[k] p).degree = n := by
    intro k
    induction k with
    | zero => intro p h; exact h
    | succ k ih =>
      intro p h
      have hp : ∀ i, n + k + 1 < i → p.coeff i = 0 := fun i hi =>
        coeff_eq_zero_of_degree_lt (by rw [h]; exact_mod_cast hi)
      rw [Function.iterate_succ_apply]
      refine ih _ (degree_eq_of_le_of_coeff_ne_zero ?_ ?_)
      · refine (degree_le_iff_coeff_zero _ _).2 fun i hi => ?_
        have hi' : n + k < i := by exact_mod_cast hi
        rw [coeff_diff 1 _ p hp i (by omega), hp (i + 1) (by omega), mul_zero]
      · rw [coeff_diff 1 _ p hp (n + k) le_rfl]
        exact mul_ne_zero (by positivity) (coeff_ne_zero_of_eq_degree h)
  exact hi n _ (by rw [degree_mul, hb, hb, Nat.cast_add])

end

end HahnClebschGordan
```

Lean reports:

```
Main.lean:57:22: error: Type mismatch
  (∏ i ∈ Finset.range k, (X - C (a + ↑i))).degree
has type
  WithBot ℕ
but is expected to have type
  ℕ
Main.lean:60:16: error: `simp` made no progress
Main.lean:62:12: error: Tactic `rewrite` failed: Did not find an occurrence of the pattern
  ∏ x ∈ Finset.range (?n + 1), ?f x
in the target expression
  ?m.16 (k + 1) = k + 1

case succ
N n : ℕ
a : ℚ
k : ℕ
ih : ?refine_1 = k
⊢ ?m.16 (k + 1) = k + 1
Main.lean:64:8: error: Failed to rewrite using equation theorems for `binomial`
```

Lean accepts the file once it reads:

```diff
@@ -55,5 +55,6 @@
 theorem degree_hahn (N n : ℕ) : (hahn N n).degree = n := by
   have hb : ∀ a : ℚ, (binomial a n).degree = n := fun a => by
-    have h : ∀ k : ℕ, (∏ i ∈ Finset.range k, (X - C (a + (i : ℚ)))).degree = k := by
+    have h : ∀ k : ℕ, (∏ i ∈ Finset.range k, (X - C (a + (i : ℚ))) : ℚ[X]).degree
+        = (k : WithBot ℕ) := by
       intro k
       induction k with
@@ -62,5 +63,7 @@
         rw [Finset.prod_range_succ, degree_mul, ih, degree_X_sub_C, Nat.cast_add, Nat.cast_one]
     have hc : (1 / (n.factorial : ℚ)) ≠ 0 := by positivity
-    rw [binomial, degree_mul, h, degree_C hc, zero_add]
+    have e : binomial a n = C (1 / (n.factorial : ℚ)) *
+        ∏ i ∈ Finset.range n, (X - C (a + (i : ℚ))) := rfl
+    rw [e, degree_mul, h, degree_C hc, zero_add]
   -- each difference lowers the degree by exactly one
   have hi : ∀ (k : ℕ) (p : ℚ[X]), p.degree = ((n + k : ℕ) : WithBot ℕ) →
```

What went wrong. All four messages come from the statement of the auxiliary fact `h`. When Lean reached `.degree` there, it had not yet worked out the type of the product, so it put the left side off. That left only `k`, a natural number, to settle the type of the equation, which became ℕ. The degree, once read, was in `WithBot ℕ` and no longer fitted. The repair marks the product as a `ℚ[X]`, so that `.degree` can be read at once, and writes the right side as `(k : WithBot ℕ)`.

After the first error the left side of `h` remained an unknown, shown as `?m.16 (k + 1)` in the goal. So `simp` had nothing to simplify and `Finset.prod_range_succ` found no product to split. With the statement mended, both steps work unchanged.

The last message has the same origin. The name `?refine_1` shows that the unknown had also become a goal of its own. It came ahead of the goal about the degree of `binomial a n`, so `rw [binomial]` was applied to it and found no `binomial` there. Mending `h` removes this extra goal. The repair also replaces `rw [binomial]` with an equation `e`, proved by `rfl`, but this states the same unfolding and isn't what cures the error.
